# A point-charge error bound for two localised densities on a line, coupled by a smooth kernel

Two charge densities \(G\) and \(H\) sit on a line, each confined to a short interval, and interact through a potential \(v\) that depends only on the separation. Their interaction energy is a double integral. If the densities are replaced by point charges at their centres \(c\) and \(d\), it becomes one evaluation of \(v\) at \(c-d\), multiplied by the two total charges. How large is the error?

The answer depends on how many moments of each density vanish about its centre and on how smoothly \(v\) varies. The question arises for two-centre electrostatic integrals between localised functions in real-space electronic structure methods; the bound below treats it in one dimension, for strictly confined densities and a kernel without a singularity.

In Lean 4 with Mathlib:

```lean
import Mathlib

open MeasureTheory Finset

namespace LocalisedDensityInteraction

noncomputable section
```

## Densities, kernel and Taylor polynomial

Fix a half-width \(a\) and an integer \(m\). The density \(G\) is continuous, vanishes wherever \(|x-c|>a\), and satisfies

\[
\int (x-c)^k\,G(x)\,dx = 0,\qquad 1\le k\le m-1 .
\]

Physically, \(G\) has no dipole about \(c\), no second moment, and so on up to order \(m-1\). The total charge \(\int G\) is left free, and \(G\) may change sign. For \(m=1\) there is no moment condition. `MomentFree G c a m` collects these requirements; \(H\) satisfies the same ones about \(d\), with the same \(a\) and \(m\).

```lean
/-- A continuous density supported within `a` of `c`, whose centred moments of orders
`1` to `m - 1` vanish. -/
structure MomentFree (G : ℝ → ℝ) (c a : ℝ) (m : ℕ) : Prop where
  continuous : Continuous G
  support : ∀ x, a < |x - c| → G x = 0
  moments : ∀ k, 1 ≤ k → k < m → ∫ x, (x - c) ^ k * G x = 0
```

The interaction is the iterated integral

\[
I=\int\!\!\int G(x)\,v(x-y)\,H(y)\,dy\,dx ,
\]

with no factor of one half. The kernel need not be even.

```lean
/-- The interaction integral of two densities through the translation-invariant kernel `v`. -/
def interaction (G v H : ℝ → ℝ) : ℝ := ∫ x, ∫ y, G x * v (x - y) * H y
```

Write \(R\) for a reference separation and \(s\) for a displacement from it. The Taylor polynomial with the terms of order below \(m\) is

\[
T_m[v](R,s)=\sum_{k=0}^{m-1}\frac{v^{(k)}(R)}{k!}\,s^k .
\]

```lean
/-- The Taylor polynomial of `v` about `R`, with the terms of order below `m`, at
displacement `s`. -/
def taylorPart (v : ℝ → ℝ) (m : ℕ) (R s : ℝ) : ℝ :=
  ∑ k ∈ range m, iteratedDeriv k v R / (k.factorial : ℝ) * s ^ k
```

## The Taylor remainder for displacements of either sign

Let \(v\) be \(m\) times continuously differentiable with \(|v^{(m)}|\le M\) on the whole line. The constant \(M\) limits how far \(v\) can depart from a polynomial of degree below \(m\); for \(m\ge2\) it does not limit the slope of \(v\). A softened Coulomb kernel \(1/\sqrt{r^2+b^2}\) with \(b>0\) has such a bound for every \(m\); the bare \(1/|r|\) does not. The claim is

\[
|v(R+s)-T_m[v](R,s)|\le \frac{M|s|^m}{m!}.
\]

For \(m=0\) the polynomial is empty and the claim is the hypothesis. For the step from \(m\) to \(m+1\), now with \(|v^{(m+1)}|\le M\), follow the remainder along the segment, \(0\le t\le1\):

\[
g(t)=v(R+ts)-T_{m+1}[v](R,ts),\qquad g(0)=0,
\]
\[
g'(t)=s\,\bigl(v'(R+ts)-T_m[v'](R,ts)\bigr).
\]

The induction hypothesis for \(v'\) gives

\[
|g'(t)|\le \frac{M|s|^{m+1}t^m}{m!}=B'(t),\qquad B(t)=\frac{M|s|^{m+1}t^{m+1}}{(m+1)!}.
\]

Since \(g(0)=B(0)=0\), it follows that \(|g(1)|\le B(1)\). In the code, `hg` and `hB` compute the two derivatives, and `image_norm_le_of_norm_deriv_right_le_deriv_boundary` compares them.

```lean
/-- If the `m`-th derivative of the kernel is bounded by `M`, its Taylor polynomial errs by at
most `M |s|^m / m!` at displacement `s`. -/
theorem taylor_remainder_bound (m : ℕ) : ∀ v : ℝ → ℝ, ContDiff ℝ m v → ∀ M : ℝ,
    (∀ x, |iteratedDeriv m v x| ≤ M) → ∀ R s : ℝ,
    |v (R + s) - taylorPart v m R s| ≤ M * |s| ^ m / (m.factorial : ℝ) := by
  induction m with
  | zero =>
    intro v _ M hM R s
    simpa [taylorPart] using hM (R + s)
  | succ m ih =>
    intro v hv M hM R s
    have hv' : ContDiff ℝ ((m : WithTop ℕ∞) + 1) v := by exact_mod_cast hv
    obtain ⟨hd, -, hd'⟩ := contDiff_succ_iff_deriv.1 hv'
    -- along the segment, the remainder of `v` has the remainder of `v'` as its derivative
    have hg : ∀ t : ℝ, HasDerivAt (fun t => v (R + t * s) - taylorPart v (m + 1) R (t * s))
        (s * (deriv v (R + t * s) - taylorPart (deriv v) m R (t * s))) t := by
      intro t
      have h0 : HasDerivAt (fun t : ℝ => t * s) s t :=
        ((hasDerivAt_id' t).mul_const s).congr_deriv (one_mul s)
      have h1 : HasDerivAt (fun t : ℝ => R + t * s) s t := h0.const_add R
      have h2 : HasDerivAt (fun t : ℝ => v (R + t * s)) (deriv v (R + t * s) * s) t :=
        HasDerivAt.comp t (hd _).hasDerivAt h1
      have h3 : ∀ k : ℕ, HasDerivAt
          (fun t : ℝ => iteratedDeriv (k + 1) v R / ((k + 1).factorial : ℝ) * (t * s) ^ (k + 1))
          (iteratedDeriv (k + 1) v R / ((k + 1).factorial : ℝ)
            * (((k : ℝ) + 1) * (t * s) ^ k * s)) t := fun k =>
        ((h0.fun_pow (k + 1)).const_mul _).congr_deriv (by
          rw [Nat.add_sub_cancel]; push_cast; ring)
      simp only [taylorPart, Finset.sum_range_succ', pow_zero]
      refine (h2.fun_sub
        ((HasDerivAt.fun_sum fun k _ => h3 k).add_const _)).congr_deriv ?_
      rw [mul_sub, Finset.mul_sum, mul_comm (deriv v (R + t * s)) s]
      congr 1
      refine Finset.sum_congr rfl fun k _ => ?_
      have hk : (k.factorial : ℝ) ≠ 0 := by positivity
      have hk' : (k : ℝ) + 1 ≠ 0 := by positivity
      rw [iteratedDeriv_succ', Nat.factorial_succ]
      push_cast
      field_simp
    have hB : ∀ t : ℝ, HasDerivAt
        (fun t : ℝ => M * |s| ^ (m + 1) / ((m + 1).factorial : ℝ) * t ^ (m + 1))
        (M * |s| ^ (m + 1) / ((m + 1).factorial : ℝ) * (((m : ℝ) + 1) * t ^ m)) t := fun t =>
      ((hasDerivAt_pow (m + 1) t).const_mul _).congr_deriv (by
        rw [Nat.add_sub_cancel]; push_cast; ring)
    have key := image_norm_le_of_norm_deriv_right_le_deriv_boundary (a := 0) (b := 1)
      (fun t _ => (hg t).continuousAt.continuousWithinAt)
      (fun t _ => (hg t).hasDerivWithinAt)
      (by simp [taylorPart, Finset.sum_range_succ']) hB
      (by
        intro t ht
        have h := ih (deriv v) hd' M (fun x => by
          rw [← iteratedDeriv_succ']; exact hM x) R (t * s)
        rw [Real.norm_eq_abs, abs_mul]
        refine (mul_le_mul_of_nonneg_left h (abs_nonneg s)).trans (le_of_eq ?_)
        have hk : (m.factorial : ℝ) ≠ 0 := by positivity
        have hk' : (m : ℝ) + 1 ≠ 0 := by positivity
        rw [abs_mul, abs_of_nonneg ht.1, mul_pow, Nat.factorial_succ]
        push_cast
        field_simp
        ring)
      (Set.right_mem_Icc.2 zero_le_one)
    simpa only [one_mul, one_pow, mul_one, Real.norm_eq_abs] using key
```

## Passing to an integral over the plane

For any continuous \(w(x,y)\), the function \(G(x)\,w(x,y)\,H(y)\) is continuous and vanishes outside the rectangle \([c-a,c+a]\times[d-a,d+a]\). It is therefore integrable, which permits the exchange of sums and integrals and the use of Fubini's theorem.

```lean
/-- Two localised densities coupled by any continuous function of the two positions have an
integrable interaction density. -/
theorem integrable_pair {G H : ℝ → ℝ} {c d a : ℝ} {m : ℕ} (hG : MomentFree G c a m)
    (hH : MomentFree H d a m) {w : ℝ × ℝ → ℝ} (hw : Continuous w) :
    Integrable (fun p : ℝ × ℝ => G p.1 * w p * H p.2) (volume.prod volume) := by
  have hc : Continuous (fun p : ℝ × ℝ => G p.1 * w p * H p.2) :=
    ((hG.continuous.comp continuous_fst).mul hw).mul (hH.continuous.comp continuous_snd)
  refine hc.integrable_of_hasCompactSupport (HasCompactSupport.intro
    ((isCompact_Icc (a := c - a) (b := c + a)).prod
      (isCompact_Icc (a := d - a) (b := d + a))) fun p hp => ?_)
  by_cases h1 : a < |p.1 - c|
  · simp [hG.support _ h1]
  by_cases h2 : a < |p.2 - d|
  · simp [hH.support _ h2]
  have h3 := abs_le.1 (not_lt.1 h1)
  have h4 := abs_le.1 (not_lt.1 h2)
  exact absurd ⟨⟨by linarith [h3.1], by linarith [h3.2]⟩,
    ⟨by linarith [h4.1], by linarith [h4.2]⟩⟩ hp
```

## Moments of the relative displacement

The separation \(x-y\) differs from \(c-d\) by \(u=(x-c)-(y-d)\). The binomial theorem separates the two densities:

\[
\iint G\,u^k H=\sum_{i=0}^{k}\binom{k}{i}(-1)^{k-i}\int (x-c)^iG(x)\,dx\int (y-d)^{k-i}H(y)\,dy .
\]

Let \(1\le k<m\). If \(i\ge1\), the moment of \(G\) vanishes; if \(i=0\), the remaining factor is the \(k\)-th moment of \(H\), which vanishes too. The proof makes the same case split on `1 ≤ i`.

```lean
/-- The moments of orders `1` to `m - 1` of the relative displacement vanish for a pair of
moment-free densities. -/
theorem pair_moment_eq_zero {G H : ℝ → ℝ} {c d a : ℝ} {m : ℕ} (hG : MomentFree G c a m)
    (hH : MomentFree H d a m) {k : ℕ} (hk : 1 ≤ k) (hkm : k < m) :
    ∫ p : ℝ × ℝ, G p.1 * (p.1 - p.2 - (c - d)) ^ k * H p.2 ∂(volume.prod volume) = 0 := by
  -- the binomial theorem separates the two densities
  have e : ∀ p : ℝ × ℝ, G p.1 * (p.1 - p.2 - (c - d)) ^ k * H p.2 =
      ∑ i ∈ range (k + 1), ((-1) ^ (k - i) * (k.choose i : ℝ)) *
        (((p.1 - c) ^ i * G p.1) * ((p.2 - d) ^ (k - i) * H p.2)) := by
    intro p
    rw [show p.1 - p.2 - (c - d) = (p.1 - c) + (-(p.2 - d)) by ring, add_pow,
      Finset.mul_sum, Finset.sum_mul]
    refine Finset.sum_congr rfl fun i _ => ?_
    rw [neg_pow (p.2 - d)]
    ring
  simp only [e]
  rw [integral_finsetSum]
  · refine Finset.sum_eq_zero fun i hi => ?_
    have hi' := Finset.mem_range.1 hi
    rw [integral_const_mul, integral_prod_mul (fun x => (x - c) ^ i * G x)
      (fun y => (y - d) ^ (k - i) * H y)]
    by_cases h0 : 1 ≤ i
    · rw [hG.moments i h0 (by omega), zero_mul, mul_zero]
    · rw [hH.moments (k - i) (by omega) (by omega), mul_zero, mul_zero]
  · intro i _
    have h := integrable_pair hG hH (w := fun p => ((-1) ^ (k - i) * (k.choose i : ℝ)) *
      ((p.1 - c) ^ i * (p.2 - d) ^ (k - i))) (by fun_prop)
    refine h.congr (Filter.Eventually.of_forall fun p => ?_)
    beta_reduce
    ring
```

## The error of the point-charge formula

Take \(m\ge1\) and expand \(v(x-y)\) about \(R=c-d\) with \(s=u\). Every Taylor term of order \(1\) to \(m-1\) integrates to zero, so

\[
\iint G\,T_m[v](c-d,u)\,H=v(c-d)\int G\int H .
\]

This is `hP`. Where both densities can be non-zero, \(|u|\le|x-c|+|y-d|\le 2a\), and the remainder bound gives the pointwise estimate `hpt`:

\[
|G\,(v-T_m[v])\,H|\le\frac{M(2a)^m}{m!}\,|G|\,|H| .
\]

Integrating it yields

\[
\Bigl|I-v(c-d)\int G\int H\Bigr|\le\frac{M(2a)^m}{m!}\int|G|\int|H| .
\]

```lean
/-- Let `m ≥ 1`, and let the kernel be `m` times continuously differentiable with its `m`-th
derivative bounded by `M`. The interaction of two moment-free densities differs from that of point
charges at their centres by at most `M (2a)^m / m!` times the product of their absolute integrals.
-/
theorem interaction_error_bound {G H v : ℝ → ℝ} {c d a M : ℝ} {m : ℕ} (hm : 1 ≤ m)
    (hG : MomentFree G c a m) (hH : MomentFree H d a m) (hv : ContDiff ℝ m v)
    (hM : ∀ x, |iteratedDeriv m v x| ≤ M) :
    |interaction G v H - v (c - d) * (∫ x, G x) * (∫ y, H y)| ≤
      M * (2 * a) ^ m / (m.factorial : ℝ) * (∫ x, |G x|) * (∫ y, |H y|) := by
  have hM0 : 0 ≤ M := (abs_nonneg _).trans (hM 0)
  have hF := integrable_pair hG hH (w := fun p => v (p.1 - p.2))
    (hv.continuous.comp (continuous_fst.sub continuous_snd))
  have hT := integrable_pair hG hH
    (w := fun p => taylorPart v m (c - d) (p.1 - p.2 - (c - d)))
    (continuous_finsetSum _ fun k _ => by fun_prop)
  -- only the constant Taylor term survives integration
  have hP : ∫ p : ℝ × ℝ, G p.1 * taylorPart v m (c - d) (p.1 - p.2 - (c - d)) * H p.2
      ∂(volume.prod volume) = v (c - d) * (∫ x, G x) * (∫ y, H y) := by
    have e : ∀ p : ℝ × ℝ, G p.1 * taylorPart v m (c - d) (p.1 - p.2 - (c - d)) * H p.2 =
        ∑ k ∈ range m, iteratedDeriv k v (c - d) / (k.factorial : ℝ) *
          (G p.1 * (p.1 - p.2 - (c - d)) ^ k * H p.2) := by
      intro p
      rw [taylorPart, Finset.mul_sum, Finset.sum_mul]
      exact Finset.sum_congr rfl fun k _ => by ring
    simp only [e]
    rw [integral_finsetSum _ fun k _ => (integrable_pair hG hH
        (w := fun p => (p.1 - p.2 - (c - d)) ^ k) (by fun_prop)).const_mul _,
      Finset.sum_eq_single_of_mem 0 (Finset.mem_range.2 hm) fun k hk hk0 => by
        rw [integral_const_mul, pair_moment_eq_zero hG hH (Nat.one_le_iff_ne_zero.2 hk0)
          (Finset.mem_range.1 hk), mul_zero], integral_const_mul]
    simp only [pow_zero, mul_one, iteratedDeriv_zero, Nat.factorial_zero, Nat.cast_one, div_one]
    rw [integral_prod_mul G H]
    ring
  have hB : Integrable (fun p : ℝ × ℝ => M * (2 * a) ^ m / (m.factorial : ℝ) *
      (|G p.1| * |H p.2|)) (volume.prod volume) := by
    refine ((integrable_pair hG hH (w := fun _ => 1) continuous_const).norm.const_mul
      (M * (2 * a) ^ m / (m.factorial : ℝ))).congr (Filter.Eventually.of_forall fun p => ?_)
    simp only [mul_one, norm_mul, Real.norm_eq_abs]
  -- on the supports the relative displacement is at most `2a`
  have hpt : ∀ p : ℝ × ℝ, ‖G p.1 * v (p.1 - p.2) * H p.2 -
      G p.1 * taylorPart v m (c - d) (p.1 - p.2 - (c - d)) * H p.2‖ ≤
      M * (2 * a) ^ m / (m.factorial : ℝ) * (|G p.1| * |H p.2|) := by
    intro p
    by_cases h1 : a < |p.1 - c|
    · simp [hG.support _ h1]
    by_cases h2 : a < |p.2 - d|
    · simp [hH.support _ h2]
    have h3 := abs_le.1 (not_lt.1 h1)
    have h4 := abs_le.1 (not_lt.1 h2)
    have hs : |p.1 - p.2 - (c - d)| ≤ 2 * a :=
      abs_le.2 ⟨by linarith [h3.1, h4.2], by linarith [h3.2, h4.1]⟩
    have ht := taylor_remainder_bound m v hv M hM (c - d) (p.1 - p.2 - (c - d))
    rw [show c - d + (p.1 - p.2 - (c - d)) = p.1 - p.2 by ring] at ht
    calc _ = |v (p.1 - p.2) - taylorPart v m (c - d) (p.1 - p.2 - (c - d))| *
          (|G p.1| * |H p.2|) := by
          rw [Real.norm_eq_abs, ← abs_mul, ← abs_mul]
          congr 1
          ring
      _ ≤ _ := mul_le_mul_of_nonneg_right (ht.trans (by gcongr)) (by positivity)
  have key := norm_integral_le_of_norm_le hB (Filter.Eventually.of_forall hpt)
  rw [integral_sub hF hT, hP, integral_const_mul,
    integral_prod_mul (fun x => |G x|) (fun y => |H y|), Real.norm_eq_abs] at key
  have hI : interaction G v H =
      ∫ p : ℝ × ℝ, G p.1 * v (p.1 - p.2) * H p.2 ∂(volume.prod volume) :=
    (integral_prod _ hF).symm
  rw [hI, mul_assoc (M * (2 * a) ^ m / (m.factorial : ℝ))]
  exact key
```

If \(v^{(m)}=0\) everywhere, so that \(v\) is a polynomial of degree below \(m\), one may take \(M=0\), and the point-charge formula is exact.

```lean
/-- If the `m`-th derivative of the kernel vanishes, the interaction of two moment-free
densities equals that of point charges at their centres. -/
theorem interaction_exact {G H v : ℝ → ℝ} {c d a : ℝ} {m : ℕ} (hm : 1 ≤ m)
    (hG : MomentFree G c a m) (hH : MomentFree H d a m) (hv : ContDiff ℝ m v)
    (h0 : ∀ x, iteratedDeriv m v x = 0) :
    interaction G v H = v (c - d) * (∫ x, G x) * (∫ y, H y) := by
  have h := interaction_error_bound (M := 0) hm hG hH hv (fun x => by simp [h0 x])
  rw [zero_mul, zero_div, zero_mul, zero_mul] at h
  exact sub_eq_zero.1 (abs_nonpos_iff.1 h)
```

## Mirror-symmetric densities

Suppose \(G(2c-x)=G(x)\). Substituting \(x\to 2c-x\) turns the dipole integral into its own negative:

\[
\int(x-c)G(x)\,dx=-\int(x-c)G(x)\,dx=0 .
\]

Symmetry thus supplies the condition for \(m=2\).

```lean
/-- A continuous localised density that is mirror symmetric about its centre has vanishing
first centred moment. -/
theorem momentFree_of_symmetric {G : ℝ → ℝ} {c a : ℝ} (hc : Continuous G)
    (hsupp : ∀ x, a < |x - c| → G x = 0) (hsym : ∀ x, G (2 * c - x) = G x) :
    MomentFree G c a 2 := by
  refine ⟨hc, hsupp, fun k hk hk2 => ?_⟩
  obtain rfl : k = 1 := by omega
  -- reflection about the centre reverses the sign of the dipole
  have h := integral_sub_left_eq_self (fun x => (x - c) ^ 1 * G x) volume (2 * c)
  have e : ∀ x, (2 * c - x - c) ^ 1 * G (2 * c - x) = -((x - c) ^ 1 * G x) := by
    intro x
    rw [hsym]
    ring
  simp only [e, integral_neg] at h
  linarith
```

With \(m=2\) the prefactor is \(M(2a)^2/2!=2Ma^2\).

```lean
/-- For mirror-symmetric densities of half-width `a` and a kernel with second derivative bounded
by `M`, the point-charge error is at most `2 M a²` times the absolute integrals. -/
theorem symmetric_interaction_error {G H v : ℝ → ℝ} {c d a M : ℝ}
    (hGc : Continuous G) (hGs : ∀ x, a < |x - c| → G x = 0) (hG : ∀ x, G (2 * c - x) = G x)
    (hHc : Continuous H) (hHs : ∀ x, a < |x - d| → H x = 0) (hH : ∀ x, H (2 * d - x) = H x)
    (hv : ContDiff ℝ 2 v) (hM : ∀ x, |iteratedDeriv 2 v x| ≤ M) :
    |interaction G v H - v (c - d) * (∫ x, G x) * (∫ y, H y)| ≤
      2 * M * a ^ 2 * (∫ x, |G x|) * (∫ y, |H y|) := by
  have h := interaction_error_bound (m := 2) (by norm_num) (momentFree_of_symmetric hGc hGs hG)
    (momentFree_of_symmetric hHc hHs hH) (by exact_mod_cast hv) hM
  refine h.trans (le_of_eq ?_)
  rw [Nat.factorial_two]
  push_cast
  ring
```

An example is the hat function \(\max(0,\,a-|x-c|)\), with \(a>0\). It is continuous, confined and symmetric, and equals \(a\) at its centre, so the conditions for \(m=2\) admit a non-zero density.

```lean
/-- The hat function of half-width `a` and height `a` centred at `c`. -/
def hat (c a x : ℝ) : ℝ := max 0 (a - |x - c|)

/-- The hat function is localised with vanishing first centred moment, and is positive at its
centre. -/
theorem momentFree_witness (c : ℝ) {a : ℝ} (ha : 0 < a) :
    MomentFree (hat c a) c a 2 ∧ 0 < hat c a c := by
  refine ⟨momentFree_of_symmetric ?_ ?_ ?_, by simp [hat, ha]⟩
  · unfold hat
    fun_prop
  · intro x hx
    exact max_eq_left (by linarith)
  · intro x
    unfold hat
    rw [show 2 * c - x - c = -(x - c) by ring, abs_neg]

end

end LocalisedDensityInteraction
```

```lean
#print axioms LocalisedDensityInteraction.interaction_error_bound
#print axioms LocalisedDensityInteraction.interaction_exact
#print axioms LocalisedDensityInteraction.symmetric_interaction_error
```

```
'LocalisedDensityInteraction.interaction_error_bound' depends on axioms: [propext, Classical.choice, Quot.sound]
'LocalisedDensityInteraction.interaction_exact' depends on axioms: [propext, Classical.choice, Quot.sound]
'LocalisedDensityInteraction.symmetric_interaction_error' depends on axioms: [propext, Classical.choice, Quot.sound]
```

For \(m\ge3\) the second moment must vanish as well, which forces a non-zero density to take both signs. Sinc functions do not satisfy the support condition, since their tails never end.

## A local bound on the kernel, and the potential of one density

The hypothesis on \(v\) could have been restricted to separations within \(2a\) of \(c-d\), the only ones that the densities sample. This would admit the bare kernel \(1/|r|\) when \(|c-d|>2a\), with the prefactor

\[
\frac{(2a)^m}{(|c-d|-2a)^{m+1}},
\]

which falls with distance. That version would need a theorem of its own.

The same argument, applied to \(G\) alone, bounds the error in its potential at a point \(y\):

\[
\Bigl|\int G(x)\,v(x-y)\,dx-v(c-y)\int G\Bigr|\le\frac{Ma^m}{m!}\int|G| .
\]

Here \(a\) replaces \(2a\), because only one position varies.
